# The classical Runge-Kutta step shrinks a nonzero Wronskian of a real, constant, traceless 2 × 2 system exactly when 0 < h² det A < 8

## A rotation that comes back too short

Take the oscillator $y_0' = y_1$, $y_1' = -y_0$. Its matrix

$$A = \begin{pmatrix} 0 & 1 \\ -1 & 0 \end{pmatrix}$$

has trace $0$, determinant $1$ and square $-I$. The exact flow over a step $h$ is a rotation, with determinant $\cos^2 h + \sin^2 h = 1$. The classical fourth-order Runge-Kutta method (RK4) replaces the cosine and the sine by their truncated series, so its propagator is

$$P = a I + b A, \qquad a = 1 - \frac{h^2}{2} + \frac{h^4}{24}, \qquad b = h - \frac{h^3}{6},$$

and its determinant is

$$a^2 + b^2 = 1 - \frac{h^6}{72} + \frac{h^8}{576}.$$

The truncated functions no longer satisfy the Pythagorean identity. At $h = 1$ the determinant is $569/576 \approx 0.988$, and a hundred such steps leave less than a third of the area spanned by two solutions. The same cancellation, with the same coefficients, occurs for every real traceless $2\times 2$ matrix once $h^2$ is replaced by $x = h^2 \det A$.

In Lean 4 with Mathlib:

```lean
import Mathlib

open Matrix Filter Topology

namespace RungeKuttaWronskian

noncomputable section
```

## Area, step and propagator

For two solutions $u$ and $v$ with components labelled $0$ and $1$, the Wronskian is the signed area $W = u_0 v_1 - u_1 v_0$. It involves no derivatives, because the equations are of first order.

```lean
/-- The signed area `u₀ v₁ - u₁ v₀` of two real vectors; for the values of two solutions at one
point it is their Wronskian. -/
def wronskian (u v : Fin 2 → ℝ) : ℝ := u 0 * v 1 - u 1 * v 0
```

The RK4 step for $y' = Ay$ evaluates four slopes,

$$k_1 = Ay,\quad k_2 = A\left(y + \tfrac h2 k_1\right),\quad k_3 = A\left(y + \tfrac h2 k_2\right),\quad k_4 = A(y + h k_3),$$

and returns $y + \tfrac h6 (k_1 + 2k_2 + 2k_3 + k_4)$. In the code a vector is a function `Fin 2 → ℝ`, `*ᵥ` is matrix times vector and `•` is multiplication by a scalar. The same $A$ enters all four stages, so the coefficients are constant during the step.

```lean
/-- One classical fourth-order Runge-Kutta step of length `h` for `y' = A y`,
written with its four stages. -/
def rk4Step (h : ℝ) (A : Matrix (Fin 2) (Fin 2) ℝ) (y : Fin 2 → ℝ) : Fin 2 → ℝ :=
  let k₁ := A *ᵥ y
  let k₂ := A *ᵥ (y + (h / 2) • k₁)
  let k₃ := A *ᵥ (y + (h / 2) • k₂)
  let k₄ := A *ᵥ (y + h • k₃)
  y + (h / 6) • (k₁ + (2 : ℝ) • k₂ + (2 : ℝ) • k₃ + k₄)
```

The candidate for the propagator is the exponential series of $hA$ cut after the fourth power, $P = \sum_{k=0}^{4} (hA)^k/k!$.

```lean
/-- The sum of `(hA)^k / k!` for `k = 0, ..., 4`. -/
def rk4Propagator (h : ℝ) (A : Matrix (Fin 2) (Fin 2) ℝ) : Matrix (Fin 2) (Fin 2) ℝ :=
  1 + h • A + (h ^ 2 / 2) • A ^ 2 + (h ^ 3 / 6) • A ^ 3 + (h ^ 4 / 24) • A ^ 4
```

The physical example is the radial Dirac equation. With $\hbar = c = 1$, and with $y_0$ and $y_1$ equal to $r$ times the large and the small radial component, it reads

$$y_0' = -\frac{\kappa}{r}\, y_0 + (E - V + m)\, y_1, \qquad y_1' = -(E - V - m)\, y_0 + \frac{\kappa}{r}\, y_1 .$$

Here $E$ is the total energy, rest mass included, $V$ is the value of the potential at $r$, and $\kappa$ is the angular quantum number. The definition accepts any real $\kappa$, although physical values are nonzero integers. The two diagonal entries cancel, so the trace is zero.

```lean
/-- The radial Dirac matrix for `r` times the large and small components, in units `ħ = c = 1`, with
total energy `E`, potential value `V`, mass `m` and angular quantum number `κ`, at a radius `r ≠ 0`.
-/
def diracRadial (E V m κ r : ℝ) : Matrix (Fin 2) (Fin 2) ℝ :=
  !![-κ / r, E - V + m; -(E - V - m), κ / r]
```

## The exact Wronskian stands still

Let $A$ depend on $r$. Differentiating $W$ and inserting $u' = Au$, $v' = Av$ gives

$$W' = u_0' v_1 + u_0 v_1' - u_1' v_0 - u_1 v_0' = (A_{00} + A_{11})\,(u_0 v_1 - u_1 v_0),$$

since the terms with $A_{01}$ and $A_{10}$ cancel in pairs. A traceless matrix therefore gives $W' = 0$. The theorem is local: it assumes the two equations and the zero trace at one radius, and concludes that the derivative of the Wronskian there is $0$. The product rule supplies the four terms, and `linear_combination` subtracts $W$ times the trace condition.

```lean
/-- If two exact solutions obey `y' = A(r) y` at `r` and `A(r)` is traceless, the derivative
of their Wronskian vanishes there. -/
theorem exact_wronskian_hasDerivAt (A : ℝ → Matrix (Fin 2) (Fin 2) ℝ)
    (u v : ℝ → Fin 2 → ℝ) (r : ℝ) (hA : (A r).trace = 0)
    (hu : HasDerivAt u (A r *ᵥ u r) r) (hv : HasDerivAt v (A r *ᵥ v r) r) :
    HasDerivAt (fun s => wronskian (u s) (v s)) 0 r := by
  have hu' := hasDerivAt_pi.1 hu
  have hv' := hasDerivAt_pi.1 hv
  rw [Matrix.trace_fin_two] at hA
  have key := ((hu' 0).fun_mul (hv' 1)).fun_sub ((hu' 1).fun_mul (hv' 0))
  refine HasDerivAt.congr_deriv key ?_
  -- the derivative is the trace times the Wronskian
  simp only [Matrix.mulVec, dotProduct, Fin.sum_univ_two]
  linear_combination (u r 0 * v r 1 - u r 1 * v r 0) * hA
```

This is the standard against which the numerical step is measured: any change of $W$ during a step is an error of the method.

## Four stages make one quartic polynomial

Substituting the stages into one another,

$$\begin{aligned}
k_2 &= Ay + \tfrac h2 A^2 y,\\
k_3 &= Ay + \tfrac h2 A^2 y + \tfrac{h^2}{4} A^3 y,\\
k_4 &= Ay + h A^2 y + \tfrac{h^2}{2} A^3 y + \tfrac{h^3}{4} A^4 y .
\end{aligned}$$

The weighted sum is $6Ay + 3hA^2y + h^2A^3y + \tfrac{h^3}{4}A^4y$. Multiplying by $h/6$ and adding $y$ gives $Py$. In the proof, `simp only` distributes the matrix products and `module` compares the coefficients. This step does not need a zero trace.

```lean
/-- For a constant matrix `A`, the four Runge-Kutta stages combine to the fourth-order
Taylor propagator. -/
theorem rk4Step_eq_propagator (h : ℝ) (A : Matrix (Fin 2) (Fin 2) ℝ) (y : Fin 2 → ℝ) :
    rk4Step h A y = rk4Propagator h A *ᵥ y := by
  simp only [rk4Step, rk4Propagator, Matrix.add_mulVec, Matrix.smul_mulVec,
    Matrix.one_mulVec, Matrix.mulVec_add, Matrix.mulVec_smul, pow_succ, pow_zero, one_mul,
    ← Matrix.mulVec_mulVec]
  module
```

## Cayley-Hamilton removes the higher powers

A traceless $2\times2$ matrix satisfies $A^2 = -(\det A)\, I$. Hence $A^3 = -(\det A)\,A$ and $A^4 = (\det A)^2 I$, and with $x = h^2\det A$

$$P = \left(1 - \frac x2 + \frac{x^2}{24}\right) I + h\left(1 - \frac x6\right) A .$$

The proof obtains $A_{11} = -A_{00}$ from the trace, checks $A^2$ entry by entry as `h2`, and derives `h3` and `h4` from it.

```lean
/-- For traceless `A` the propagator is a combination of the identity and `A`, with
coefficients that depend on `h` and `det A` only. -/
theorem rk4Propagator_eq (h : ℝ) (A : Matrix (Fin 2) (Fin 2) ℝ) (hA : A.trace = 0) :
    rk4Propagator h A =
      (1 - h ^ 2 * A.det / 2 + (h ^ 2 * A.det) ^ 2 / 24) • (1 : Matrix (Fin 2) (Fin 2) ℝ)
        + (h * (1 - h ^ 2 * A.det / 6)) • A := by
  have h11 : A 1 1 = -A 0 0 := by
    rw [Matrix.trace_fin_two] at hA
    linarith
  -- Cayley-Hamilton for a traceless matrix
  have h2 : A ^ 2 = (-A.det) • (1 : Matrix (Fin 2) (Fin 2) ℝ) := by
    ext i j
    fin_cases i <;> fin_cases j <;>
      simp [pow_two, Matrix.mul_apply, Fin.sum_univ_two, Matrix.det_fin_two, h11] <;> ring
  have h3 : A ^ 3 = (-A.det) • A := by
    rw [pow_succ, h2, smul_mul_assoc, one_mul]
  have h4 : A ^ 4 = (A.det ^ 2) • (1 : Matrix (Fin 2) (Fin 2) ℝ) := by
    rw [pow_succ, h3, smul_mul_assoc, ← pow_two, h2]
    module
  rw [rk4Propagator, h4, h3, h2]
  module
```

## The determinant

For $P = aI + bA$ with $\operatorname{tr} A = 0$, one has $\det P = a^2 + b^2 \det A$. Here $b^2 \det A = x(1 - x/6)^2$, so

$$\begin{aligned}
a^2 &= 1 - x + \frac{x^2}{3} - \frac{x^3}{24} + \frac{x^4}{576},\\
b^2 \det A &= x - \frac{x^2}{3} + \frac{x^3}{36},
\end{aligned}$$

and the sum is

$$\det P = 1 - \frac{x^3}{72} + \frac{x^4}{576}.$$

A natural error at this point is to discard all powers of $h$ above the fourth, on the ground that $P$ itself stops there. The result would be $\det P = 1$, and the loss would vanish from view. But $P$ is the map that the program applies, not an approximation to it, and its determinant has to be kept in full, up to $h^8$.

```lean
/-- For traceless `A` and `x = h² det A`, the Runge-Kutta propagator has determinant
`1 - x³/72 + x⁴/576`. -/
theorem det_rk4Propagator (h : ℝ) (A : Matrix (Fin 2) (Fin 2) ℝ) (hA : A.trace = 0) :
    (rk4Propagator h A).det =
      1 - (h ^ 2 * A.det) ^ 3 / 72 + (h ^ 2 * A.det) ^ 4 / 576 := by
  have h11 : A 1 1 = -A 0 0 := by
    rw [Matrix.trace_fin_two] at hA
    linarith
  rw [rk4Propagator_eq h A hA]
  simp only [Matrix.det_fin_two, Matrix.add_apply, Matrix.smul_apply, Matrix.one_apply,
    smul_eq_mul, h11, zero_ne_one, one_ne_zero, ↓reduceIte]
  ring
```

## Loss for 0 < x < 8, growth for x < 0 or x > 8

The formula can be written as

$$1 - \det P = \frac{x^3 (8 - x)}{576},$$

which is positive exactly for $0 < x < 8$. In the proof, `generalize` replaces `h ^ 2 * A.det` by a single real number $x$. If $x \le 0$ or $x \ge 8$, a product of nonnegative factors contradicts the assumed loss; inside the interval the product $x^3(8-x)$ is positive.

```lean
/-- For traceless `A`, the determinant of the Runge-Kutta propagator is below one exactly
when `0 < h² det A < 8`. -/
theorem det_lt_one_iff (h : ℝ) (A : Matrix (Fin 2) (Fin 2) ℝ) (hA : A.trace = 0) :
    (rk4Propagator h A).det < 1 ↔ 0 < h ^ 2 * A.det ∧ h ^ 2 * A.det < 8 := by
  rw [det_rk4Propagator h A hA]
  generalize h ^ 2 * A.det = x
  -- the loss is x³ (8 - x) / 576
  constructor
  · intro hx
    constructor
    · by_contra hn
      have h0 : 0 ≤ -x := by linarith
      have h8 : 0 ≤ 8 - x := by linarith
      nlinarith [mul_nonneg (mul_nonneg (sq_nonneg x) h0) h8]
    · by_contra hn
      have h0 : 0 ≤ x := by linarith
      have h8 : 0 ≤ x - 8 := by linarith
      nlinarith [mul_nonneg (pow_nonneg h0 3) h8]
  · rintro ⟨h0, h8⟩
    nlinarith [mul_pos (pow_pos h0 3) (sub_pos.2 h8)]
```

The same factorisation gives the opposite case: the determinant exceeds $1$ exactly when $x < 0$ or $x > 8$. Negative $x$ belongs to $\det A < 0$, where the exact solutions are growing and decaying exponentials, as in a classically forbidden region. There the numerical Wronskian grows in magnitude at every nonzero step length, unless it is zero. Since $h$ enters only through $h^2$, the factor is the same whether both solutions are integrated outward or both inward.

```lean
/-- For traceless `A`, the determinant of the Runge-Kutta propagator exceeds one exactly
when `h² det A` is negative or larger than 8. -/
theorem one_lt_det_iff (h : ℝ) (A : Matrix (Fin 2) (Fin 2) ℝ) (hA : A.trace = 0) :
    1 < (rk4Propagator h A).det ↔ h ^ 2 * A.det < 0 ∨ 8 < h ^ 2 * A.det := by
  rw [det_rk4Propagator h A hA]
  generalize h ^ 2 * A.det = x
  constructor
  · intro hx
    by_contra hn
    rw [not_or, not_lt, not_lt] at hn
    nlinarith [mul_nonneg (pow_nonneg hn.1 3) (sub_nonneg.2 hn.2)]
  · rintro (h0 | h8)
    · have h1 : 0 < -x := by linarith
      have h2 : 0 < 8 - x := by linarith
      nlinarith [mul_pos (pow_pos h1 3) h2]
    · have h1 : 0 < x := by linarith
      nlinarith [mul_pos (pow_pos h1 3) (sub_pos.2 h8)]
```

The loss in one step is also bounded. From

$$576\left(\det P - \tfrac14\right) = x^4 - 8x^3 + 432 = (x-6)^2 (x^2 + 4x + 12)$$

and $x^2 + 4x + 12 = (x+2)^2 + 8 > 0$ it follows that $\det P \ge \tfrac14$. The value $\tfrac14$ occurs at $x = 6$, where the coefficient of $A$ in $P$ vanishes and $P = -\tfrac12 I$.

```lean
/-- For traceless `A`, the determinant of the Runge-Kutta propagator is at least one quarter,
whatever the step. -/
theorem quarter_le_det (h : ℝ) (A : Matrix (Fin 2) (Fin 2) ℝ) (hA : A.trace = 0) :
    1 / 4 ≤ (rk4Propagator h A).det := by
  rw [det_rk4Propagator h A hA]
  generalize h ^ 2 * A.det = x
  -- x⁴ - 8x³ + 432 = (x - 6)² (x² + 4x + 12)
  have hq : 0 ≤ x ^ 2 + 4 * x + 12 := by nlinarith [sq_nonneg (x + 2)]
  nlinarith [mul_nonneg (sq_nonneg (x - 6)) hq]
```

## Many steps

A linear map multiplies areas by its determinant, so $W(Pu, Pv) = \det P \; W(u,v)$. Applying this $n$ times gives

$$W_n = (\det P)^n\, W_0 .$$

In the code `(rk4Step h A)^[n]` is the step applied $n$ times. The auxiliary statement `hstep` is the area rule for one step, and induction on $n$ does the rest. Again the trace plays no role.

```lean
/-- After `n` Runge-Kutta steps with a constant matrix `A`, the Wronskian of two numerical
solutions is the initial one times the `n`-th power of the propagator's determinant. -/
theorem wronskian_iterate (h : ℝ) (A : Matrix (Fin 2) (Fin 2) ℝ) (u v : Fin 2 → ℝ) (n : ℕ) :
    wronskian ((rk4Step h A)^[n] u) ((rk4Step h A)^[n] v) =
      (rk4Propagator h A).det ^ n * wronskian u v := by
  have hstep : ∀ a b : Fin 2 → ℝ, wronskian (rk4Step h A a) (rk4Step h A b) =
      (rk4Propagator h A).det * wronskian a b := by
    intro a b
    rw [rk4Step_eq_propagator h A a, rk4Step_eq_propagator h A b, Matrix.det_fin_two]
    simp only [wronskian, Matrix.mulVec, dotProduct, Fin.sum_univ_two]
    ring
  induction n with
  | zero => simp
  | succ n ih =>
    rw [Function.iterate_succ_apply', Function.iterate_succ_apply', hstep, ih]
    ring
```

For traceless $A$ and $0 < x < 8$, the factor lies between $\tfrac14$ and $1$, so its powers tend to zero, and the numerical Wronskian with them. The limit is that of many steps at a fixed step length, not of a vanishing step length. The proof takes the lower bound from `quarter_le_det` and the upper one from `det_lt_one_iff`.

```lean
/-- For constant traceless `A` with `0 < h² det A < 8`, the Wronskian of any two numerical
solutions tends to zero as the number of steps grows. -/
theorem wronskian_tendsto_zero (h : ℝ) (A : Matrix (Fin 2) (Fin 2) ℝ) (hA : A.trace = 0)
    (h0 : 0 < h ^ 2 * A.det) (h8 : h ^ 2 * A.det < 8) (u v : Fin 2 → ℝ) :
    Tendsto (fun n : ℕ => wronskian ((rk4Step h A)^[n] u) ((rk4Step h A)^[n] v))
      atTop (𝓝 0) := by
  have hlow : 0 ≤ (rk4Propagator h A).det := by linarith [quarter_le_det h A hA]
  have hlt := (det_lt_one_iff h A hA).2 ⟨h0, h8⟩
  have key := (tendsto_pow_atTop_nhds_zero_of_lt_one hlow hlt).mul_const (wronskian u v)
  simp only [wronskian_iterate]
  simpa only [zero_mul] using key
```

The theorem concerns the area spanned by two solutions. The link to amplitude is a short supplementary argument that the file does not contain: for $\det A > 0$ the eigenvalues of $P$ are $a \pm i\sqrt{x}\,(1 - x/6)$, both of squared modulus $\det P$, so that the amplitude, taken as the square root of a positive definite quadratic form that the exact flow conserves, is multiplied by $\sqrt{\det P}$ per step. It shrinks for $0 < x < 8$ and grows for $x > 8$.

## The loss window of the radial Dirac equation

For the Dirac matrix at a fixed radius,

$$\det A = (E-V)^2 - m^2 - \frac{\kappa^2}{r^2}.$$

Multiplying $0 < h^2 \det A < 8$ by $r^2 > 0$ gives

$$0 < h^2\left[r^2\left((E-V)^2 - m^2\right) - \kappa^2\right] < 8 r^2 .$$

The left inequality requires $h \neq 0$ and a local momentum large enough to overcome the centrifugal term; the right one limits the step. In the proof, `htr` verifies the zero trace, `key` evaluates $h^2 \det A$ multiplied by $r^2$, and the final rewriting turns the general criterion into this form.

```lean
/-- With the radial Dirac matrix frozen at a radius `r > 0`, the Runge-Kutta propagator has
determinant below one exactly when `h² (r² ((E - V)² - m²) - κ²)` lies strictly between
`0` and `8 r²`. -/
theorem dirac_det_lt_one_iff (h E V m κ r : ℝ) (hr : 0 < r) :
    (rk4Propagator h (diracRadial E V m κ r)).det < 1 ↔
      0 < h ^ 2 * (r ^ 2 * ((E - V) ^ 2 - m ^ 2) - κ ^ 2) ∧
        h ^ 2 * (r ^ 2 * ((E - V) ^ 2 - m ^ 2) - κ ^ 2) < 8 * r ^ 2 := by
  have htr : (diracRadial E V m κ r).trace = 0 := by
    rw [diracRadial, Matrix.trace_fin_two_of]
    ring
  have hr2 : 0 < r ^ 2 := pow_pos hr 2
  have hk : κ / r * r = κ := div_mul_cancel₀ κ hr.ne'
  -- clear the centrifugal denominator
  have key : h ^ 2 * (diracRadial E V m κ r).det * r ^ 2 =
      h ^ 2 * (r ^ 2 * ((E - V) ^ 2 - m ^ 2) - κ ^ 2) := by
    rw [diracRadial, Matrix.det_fin_two_of, neg_div]
    generalize κ / r = q at hk ⊢
    linear_combination (-h ^ 2 * (q * r + κ)) * hk
  rw [det_lt_one_iff h _ htr, eq_div_of_mul_eq hr2.ne' key, lt_div_iff₀ hr2, zero_mul,
    div_lt_iff₀ hr2]

end

end RungeKuttaWronskian
```

```lean
#print axioms RungeKuttaWronskian.exact_wronskian_hasDerivAt
-- 'RungeKuttaWronskian.exact_wronskian_hasDerivAt' depends on axioms: [propext, Classical.choice, Quot.sound]
#print axioms RungeKuttaWronskian.one_lt_det_iff
-- 'RungeKuttaWronskian.one_lt_det_iff' depends on axioms: [propext, Classical.choice, Quot.sound]
#print axioms RungeKuttaWronskian.wronskian_tendsto_zero
-- 'RungeKuttaWronskian.wronskian_tendsto_zero' depends on axioms: [propext, Classical.choice, Quot.sound]
#print axioms RungeKuttaWronskian.dirac_det_lt_one_iff
-- 'RungeKuttaWronskian.dirac_det_lt_one_iff' depends on axioms: [propext, Classical.choice, Quot.sound]
```

Freezing the matrix at one radius is an idealisation. It stands for a step over which $V$ and $\kappa/r$ hardly change. An actual RK4 step for the radial equation evaluates the matrix at $r$, $r + h/2$ and $r + h$, and the determinant formula does not describe that step; near the nucleus, where $\kappa/r$ varies quickly, the difference can be large.

Within this constant-coefficient model, the result applies to two solutions carried in the same direction: RK4 makes their Wronskian, if it is not zero, drift downward in magnitude where $0 < x < 8$ and upward where $x < 0$. A radial Green's function is also built from two solutions and divided by their Wronskian, but if one of them is integrated outward and the other inward, this drift is absent. For traceless $A$ the inward propagator $P(-h) = aI - bA$ is the adjugate of $P(h) = aI + bA$, so $W(P(h)u, v) = W(u, P(-h)v)$, and in exact arithmetic the Wronskian has the same value at every grid point. This last argument is not part of the file.
